# In a two-sublattice ionic model, the cation–anion density matrix follows the hopping up to a third-order error

Take one cation orbital at energy $D>0$, one anion orbital at energy $-D$, and a real hopping $b$ between them:

$$H=\begin{pmatrix} D & b\\ b & -D\end{pmatrix},\qquad H^2=(D^2+b^2)\,\mathbb 1 .$$

The eigenvalues are $\pm\varepsilon$ with $\varepsilon=\sqrt{D^2+b^2}$, so the projector on the negative one is $P=\tfrac12(\mathbb 1-H/\varepsilon)$. Its off-diagonal element is $P_{12}=-b/(2\varepsilon)$. If $|b|\ll D$, then $\varepsilon\approx D$ and $P_{12}\approx -b/(2D)$: the bond order is proportional to the hopping. The correction starts at $b^3/(4D^3)$.

## Many orbitals and one hopping matrix

Now let $E$ be the space of cation orbitals, all at energy $D$, and $F$ the finite-dimensional space of anion orbitals, all at energy $-D$. A bounded map $B:F\to E$ describes the hopping, and

$$H=\begin{pmatrix} D & B\\ B^\dagger & -D\end{pmatrix}.$$

Let $P$ be the projector on the negative eigenvalues of $H$, which is the zero-temperature density matrix per spin of non-interacting electrons with the chemical potential at zero. Let $P_{12}:F\to E$ be its upper right block. The claim, in operator norm, is

$$\Big\|P_{12}+\frac{B}{2D}\Big\|\le\frac{\|B\|^3}{4D^3}.$$

**The modes.** The Hermitian operator $B^\dagger B$ has an orthonormal eigenbasis $v_i$ of $F$, with $B^\dagger Bv_i=s_iv_i$. Taking the inner product with $v_i$ gives $s_i=\|Bv_i\|^2$, hence $0\le s_i\le\|B\|^2$.

Drop the index and let $\mu^2=D^2+s$. For $w_\mu=(Bv,(\mu-D)v)$, the two components of $Hw_\mu$ are

$$DBv+(\mu-D)Bv=\mu Bv,$$
$$B^\dagger Bv-D(\mu-D)v=(\mu^2-D\mu)v=\mu(\mu-D)v .$$

So $Hw_\mu=\mu w_\mu$ for both $\mu=\pm\varepsilon$, where now $\varepsilon=\sqrt{D^2+s}$. These vectors are not normalised: for $\|v\|=1$, $\|w_{-\varepsilon}\|^2=2\varepsilon(\varepsilon+D)$. The normalised occupied state therefore has weight $(\varepsilon-D)/(2\varepsilon)$ on the cations and $(\varepsilon+D)/(2\varepsilon)$ on the anions.

**The block on a mode.** Since $w_\varepsilon-w_{-\varepsilon}=(0,2\varepsilon v)$, while $Pw_\varepsilon=0$ and $Pw_{-\varepsilon}=w_{-\varepsilon}$,

$$P(0,v)=-\frac{1}{2\varepsilon}w_{-\varepsilon},\qquad P_{12}v=-\frac{1}{2\varepsilon}Bv .$$

**The scalar error.** Using $s=(\varepsilon-D)(\varepsilon+D)$ and $\varepsilon\ge D$,

$$0\le\frac1{2D}-\frac1{2\varepsilon}=\frac{\varepsilon-D}{2D\varepsilon}=\frac{s}{2D\,\varepsilon(\varepsilon+D)}\le\frac{s}{4D^3}.$$

**All modes together.** Write $T=P_{12}+B/(2D)$ and $g_i=1/(2D)-1/(2\varepsilon_i)$, with $\varepsilon_i=\sqrt{D^2+s_i}$. Then $Tv_i=g_iBv_i$ and $|g_i|\le M$, where $M=\|B\|^2/(4D^3)$. For $x=\sum_i x_iv_i$ put $z=\sum_i g_ix_iv_i$. Then $Tx=Bz$, and $\|z\|^2=\sum_i g_i^2|x_i|^2\le M^2\|x\|^2$. Hence $\|Tx\|\le\|B\|M\|x\|$, which is the claim.

**Orbitals without direct hopping.** If $e\in E$ and $f\in F$ are normalised and $\langle e,Bf\rangle=0$, then $\langle e,P_{12}f\rangle=\langle e,Tf\rangle$, so this element is at most $\|B\|^3/(4D^3)$ in modulus.

For linear-scaling electronic structure, this bounds separately each cation–anion element lost when that block is truncated to the range of the hopping, in a non-interacting model with one on-site energy per sublattice and no hopping within a sublattice. The bound is the same at every distance, so it is not a decay law. The norm bound for the whole block, $\|T\|\le\|B\|^3/(4D^3)$, holds for every $D>0$, and it guarantees a small relative error of $-B/(2D)$ when $\|B\|$ is small compared with $D$: relative to $\|B\|/(2D)$, the error is at most $\|B\|^2/(2D^2)$ for $B\neq0$.

## Hamiltonian, projector and block in Lean

The scalar field `𝕜` is $\mathbb R$ or $\mathbb C$, and `E` and `F` are Hilbert spaces over it. Matrices refer to orthonormal orbitals, so there is no overlap matrix. Rectangular $B$ is included; for a real matrix, $B^\dagger$ is the transpose.

```lean
import Mathlib

open ContinuousLinearMap

namespace IonicDensityMatrix

noncomputable section

variable {𝕜 E F : Type*} [RCLike 𝕜]
  [NormedAddCommGroup E] [InnerProductSpace 𝕜 E] [CompleteSpace E]
  [NormedAddCommGroup F] [InnerProductSpace 𝕜 F] [CompleteSpace F]
```

The Hamiltonian is a linear map on pairs (cation part, anion part). Its two components are the two rows of the block matrix.

```lean
/-- The ionic Hamiltonian `[[D, B], [B†, -D]]`: cation orbitals `E` at energy `D`, anion orbitals
`F` at energy `-D`, and hopping `B` from anions to cations. -/
def ionicHamiltonian (D : ℝ) (B : F →L[𝕜] E) : (E × F) →ₗ[𝕜] (E × F) :=
  ((D : 𝕜) • LinearMap.fst 𝕜 E F + B.toLinearMap ∘ₗ LinearMap.snd 𝕜 E F).prod
    ((adjoint B).toLinearMap ∘ₗ LinearMap.fst 𝕜 E F - (D : 𝕜) • LinearMap.snd 𝕜 E F)
```

The projector is specified by its action on eigenvectors. A state at exactly zero energy would count as empty, but for $D>0$ there is none.

```lean
/-- `P` is the projector on the negative eigenvalues of a Hamiltonian `H` whose eigenvectors span
the space: it keeps eigenvectors of negative energy and annihilates all others. -/
def IsNegativeProjector {V : Type*} [AddCommGroup V] [Module 𝕜 V] (H P : V →ₗ[𝕜] V) : Prop :=
  ∀ (μ : ℝ) (v : V), H v = (μ : 𝕜) • v → (μ < 0 → P v = v) ∧ (0 ≤ μ → P v = 0)
```

This condition fixes $P$ in the present model, because the eigenvectors of $H$ span $E\times F$: besides the nonzero $w_{\pm\varepsilon}$, they include $(0,v)$ with $Bv=0$ and $(u,0)$ with $B^\dagger u=0$.

The block sends an anion vector $y$ to the cation part of $P(0,y)$. Its norm is the operator norm between the Hilbert spaces $F$ and $E$, which for matrices is the spectral norm.

```lean
/-- The upper right (cation-anion) block of an operator on `E × F`, for finitely many anion
orbitals. -/
def upperRight [FiniteDimensional 𝕜 F] (P : (E × F) →ₗ[𝕜] (E × F)) : F →L[𝕜] E :=
  LinearMap.toContinuousLinearMap (LinearMap.fst 𝕜 E F ∘ₗ P ∘ₗ LinearMap.inr 𝕜 E F)
```

## One mode at a time

The first lemma is the two-component computation for $w_\mu$. Each component is one branch of the proof, and $s=\mu^2-D^2$ is substituted in the second. If $s=0$, then $Bv=0$ and $w_D$ is the zero vector; the equation still holds.

```lean
/-- If `B†B v = s v` and `μ² = D² + s`, then the ionic Hamiltonian maps `(B v, (μ - D) v)` to
`μ` times itself. -/
theorem mode_eigenvector {D s μ : ℝ} {B : F →L[𝕜] E} {v : F}
    (hv : adjoint B (B v) = (s : 𝕜) • v) (hμ : μ ^ 2 = D ^ 2 + s) :
    ionicHamiltonian D B (B v, ((μ - D : ℝ) : 𝕜) • v)
      = (μ : 𝕜) • (B v, ((μ - D : ℝ) : 𝕜) • v) := by
  refine Prod.ext ?_ ?_
  · change (D : 𝕜) • B v + B (((μ - D : ℝ) : 𝕜) • v) = (μ : 𝕜) • B v
    rw [map_smul, RCLike.ofReal_sub]
    module
  · change adjoint B (B v) - (D : 𝕜) • (((μ - D : ℝ) : 𝕜) • v)
      = (μ : 𝕜) • (((μ - D : ℝ) : 𝕜) • v)
    rw [hv, show s = μ ^ 2 - D ^ 2 by linarith]
    simp only [RCLike.ofReal_sub, RCLike.ofReal_pow]
    module
```

For the block on a mode, `generalize` replaces the square root by a number `ε` of which only positivity and the value of its square are kept. `h1` says that $P$ keeps $w_{-\varepsilon}$, `h2` that it annihilates $w_\varepsilon$, and `hsplit` writes $(0,v)$ as their difference divided by $2\varepsilon$. Applying $P$ and reading off the cation component gives the exact result.

```lean
/-- On a mode with `B†B v = s v`, `s ≥ 0` and `D > 0`, the cation-anion block of the density
matrix is exactly `-B / (2 √(D² + s))`. -/
theorem upperRight_on_mode [FiniteDimensional 𝕜 F] {D s : ℝ} (hD : 0 < D) (hs : 0 ≤ s)
    {B : F →L[𝕜] E} {P : (E × F) →ₗ[𝕜] (E × F)}
    (hP : IsNegativeProjector (ionicHamiltonian D B) P) {v : F}
    (hv : adjoint B (B v) = (s : 𝕜) • v) :
    upperRight P v = -(((1 / (2 * √(D ^ 2 + s)) : ℝ) : 𝕜) • B v) := by
  have hε : 0 < √(D ^ 2 + s) := Real.sqrt_pos.2 (by positivity)
  have hsq : √(D ^ 2 + s) ^ 2 = D ^ 2 + s := Real.sq_sqrt (by positivity)
  generalize √(D ^ 2 + s) = ε at hε hsq ⊢
  -- the occupied and the empty partner of the mode
  have h1 := (hP (-ε) _ (mode_eigenvector hv (by rw [neg_sq]; exact hsq))).1 (by linarith)
  have h2 := (hP ε _ (mode_eigenvector hv hsq)).2 hε.le
  -- the anion orbital is a combination of the two
  have hsplit : ((0 : E), v) = ((1 / (2 * ε) : ℝ) : 𝕜) •
      ((B v, ((ε - D : ℝ) : 𝕜) • v) - (B v, ((-ε - D : ℝ) : 𝕜) • v)) := by
    refine Prod.ext ?_ ?_
    · simp
    · change v = ((1 / (2 * ε) : ℝ) : 𝕜) •
        (((ε - D : ℝ) : 𝕜) • v - ((-ε - D : ℝ) : 𝕜) • v)
      rw [← sub_smul, smul_smul, ← RCLike.ofReal_sub, ← RCLike.ofReal_mul,
        show (ε - D) - (-ε - D) = 2 * ε by ring,
        one_div_mul_cancel (by positivity), RCLike.ofReal_one, one_smul]
  change (P ((0 : E), v)).1 = _
  rw [hsplit, map_smul, map_sub, h1, h2]
  change ((1 / (2 * ε) : ℝ) : 𝕜) • ((0 : E) - B v) = _
  rw [zero_sub, smul_neg]
```

In the scalar estimate, `key` is the identity with denominator $2D\,\varepsilon(\varepsilon+D)$, and `h'` bounds this denominator below by $4D^3$.

```lean
/-- For `D > 0` and `s ≥ 0`, replacing `1/(2√(D² + s))` by `1/(2D)` changes it by at most `s/(4D³)`.
-/
theorem gap_error {D s : ℝ} (hD : 0 < D) (hs : 0 ≤ s) :
    |1 / (2 * D) - 1 / (2 * √(D ^ 2 + s))| ≤ s / (4 * D ^ 3) := by
  have hle : D ≤ √(D ^ 2 + s) := Real.le_sqrt_of_sq_le (by linarith)
  have hsq : √(D ^ 2 + s) ^ 2 = D ^ 2 + s := Real.sq_sqrt (by positivity)
  generalize √(D ^ 2 + s) = ε at hle hsq ⊢
  have hε : 0 < ε := lt_of_lt_of_le hD hle
  have key : 1 / (2 * D) - 1 / (2 * ε) = s / (2 * D * (ε * (ε + D))) := by
    rw [show s = ε ^ 2 - D ^ 2 by linarith, div_sub_div _ _ (by positivity) (by positivity),
      div_eq_div_iff (by positivity) (by positivity)]
    ring
  have h : 2 * D ^ 2 ≤ ε * (ε + D) := by nlinarith
  have h' : 4 * D ^ 3 ≤ 2 * D * (ε * (ε + D)) := by
    nlinarith [mul_le_mul_of_nonneg_left h (show 0 ≤ 2 * D by positivity)]
  rw [key, abs_of_nonneg (by positivity)]
  exact div_le_div_of_nonneg_left hs (by positivity) h'
```

## From modes to the operator norm

The next lemma holds for any orthonormal basis on which $T$ acts as $B$ times bounded real factors. The proof constructs the rescaled vector $z$ from the components of $x$. It then shows $Tx=Bz$ by linearity and $\|z\|\le M\|x\|$ by comparing sums of squares.

```lean
omit [CompleteSpace E] [CompleteSpace F] in
/-- If `T` acts on each vector of an orthonormal basis as `B` times a real factor of size at most
`M`, then `‖T‖ ≤ ‖B‖ M`. -/
theorem norm_le_of_modes {ι : Type*} [Fintype ι] (b : OrthonormalBasis ι 𝕜 F)
    {T B : F →L[𝕜] E} {g : ι → ℝ} {M : ℝ} (hM : 0 ≤ M) (hg : ∀ i, |g i| ≤ M)
    (hT : ∀ i, T (b i) = (g i : 𝕜) • B (b i)) : ‖T‖ ≤ ‖B‖ * M := by
  refine T.opNorm_le_bound (by positivity) fun x => ?_
  -- rescale the components of x, then apply B
  obtain ⟨z, hz, hzx⟩ : ∃ z : F, T x = B z ∧ ‖z‖ ≤ M * ‖x‖ := by
    refine ⟨b.repr.symm (WithLp.toLp 2 fun i => (g i : 𝕜) * b.repr x i), ?_, ?_⟩
    · rw [← b.sum_repr_symm, map_sum]
      conv_lhs => rw [← b.sum_repr x, map_sum]
      refine Finset.sum_congr rfl fun i _ => ?_
      rw [map_smul, map_smul, hT, smul_smul, mul_comm]
    · rw [← sq_le_sq₀ (norm_nonneg _) (by positivity), LinearIsometryEquiv.norm_map, mul_pow,
        ← b.repr.norm_map x, EuclideanSpace.norm_sq_eq, EuclideanSpace.norm_sq_eq,
        Finset.mul_sum]
      refine Finset.sum_le_sum fun i _ => ?_
      change ‖(g i : 𝕜) * b.repr x i‖ ^ 2 ≤ _
      rw [norm_mul, mul_pow, RCLike.norm_ofReal]
      have := hg i
      gcongr
  calc ‖T x‖ = ‖B z‖ := by rw [hz]
    _ ≤ ‖B‖ * ‖z‖ := B.le_opNorm z
    _ ≤ ‖B‖ * (M * ‖x‖) := by gcongr
    _ = ‖B‖ * M * ‖x‖ := by ring
```

The eigenvalue $s$ is identified with $\|Bv\|^2$ by taking the inner product of the eigenvalue equation with the normalised $v$.

```lean
/-- For a normalised mode with `B†B v = s v`, the number `s` is the squared hopping strength
`‖B v‖²`. -/
theorem mode_strength {B : F →L[𝕜] E} {v : F} {s : ℝ} (h1 : ‖v‖ = 1)
    (hv : adjoint B (B v) = (s : 𝕜) • v) : s = ‖B v‖ ^ 2 := by
  have h := congrArg (fun w => inner 𝕜 v w) hv
  simp only [adjoint_inner_right, inner_smul_right, inner_self_eq_norm_sq_to_K, h1] at h
  have h2 : ((‖B v‖ ^ 2 : ℝ) : 𝕜) = (s : 𝕜) := by
    rw [RCLike.ofReal_pow, h]
    simp
  exact (RCLike.ofReal_inj.mp h2).symm
```

The main theorem assumes $D>0$, a finite-dimensional `F`, and a `P` that meets the projector condition. The difference from $-B/(2D)$ appears as a sum, `upperRight P` plus $B/(2D)$. In the proof, `hS` states that $B^\dagger B$ is symmetric, which supplies the eigenbasis `b` and the eigenvalues `s`. The bounds `hs0` and `hsB` are $0\le s_i\le\|B\|^2$, and `main` applies the norm lemma with the $g_i$ and $M$ of the derivation.

```lean
/-- For `D > 0` and finitely many anion orbitals, the cation-anion block of the density matrix
equals `-B/(2D)` up to an error of operator norm at most `‖B‖³/(4D³)`. -/
theorem density_copies_hopping [FiniteDimensional 𝕜 F] {D : ℝ} (hD : 0 < D)
    {B : F →L[𝕜] E} {P : (E × F) →ₗ[𝕜] (E × F)}
    (hP : IsNegativeProjector (ionicHamiltonian D B) P) :
    ‖upperRight P + ((1 / (2 * D) : ℝ) : 𝕜) • B‖ ≤ ‖B‖ ^ 3 / (4 * D ^ 3) := by
  have hS : ((adjoint B ∘L B : F →L[𝕜] F) : F →ₗ[𝕜] F).IsSymmetric := by
    intro x y
    simp [adjoint_inner_left, adjoint_inner_right]
  -- orthonormal modes of B†B
  let b := hS.eigenvectorBasis rfl
  let s := hS.eigenvalues rfl
  have hb : ∀ i, adjoint B (B (b i)) = (s i : 𝕜) • b i := fun i =>
    hS.apply_eigenvectorBasis rfl i
  have hs : ∀ i, s i = ‖B (b i)‖ ^ 2 := fun i => mode_strength (b.orthonormal.1 i) (hb i)
  have hs0 : ∀ i, 0 ≤ s i := fun i => by rw [hs i]; positivity
  have hsB : ∀ i, s i ≤ ‖B‖ ^ 2 := fun i => by
    have h := B.le_opNorm (b i)
    rw [b.orthonormal.1 i, mul_one] at h
    rw [hs i]
    gcongr
  have main := norm_le_of_modes b (T := upperRight P + ((1 / (2 * D) : ℝ) : 𝕜) • B) (B := B)
    (g := fun i => 1 / (2 * D) - 1 / (2 * √(D ^ 2 + s i))) (M := ‖B‖ ^ 2 / (4 * D ^ 3))
    (by positivity)
    (fun i => (gap_error hD (hs0 i)).trans
      (div_le_div_of_nonneg_right (hsB i) (by positivity)))
    (fun i => by
      change upperRight P (b i) + ((1 / (2 * D) : ℝ) : 𝕜) • B (b i) = _
      rw [upperRight_on_mode hD (hs0 i) hP (hb i), RCLike.ofReal_sub]
      module)
  exact main.trans_eq (by ring)
```

For two orbitals without direct hopping, `h` adds the vanishing term $\langle e,Bf\rangle/(2D)$ to the matrix element. The Cauchy–Schwarz inequality and the main theorem then give the bound.

```lean
/-- For `D > 0` and finitely many anion orbitals, the density matrix element between a normalised
cation orbital `e` and a normalised anion orbital `f` without direct hopping has modulus at most
`‖B‖³/(4D³)`. -/
theorem density_without_hopping [FiniteDimensional 𝕜 F] {D : ℝ} (hD : 0 < D)
    {B : F →L[𝕜] E} {P : (E × F) →ₗ[𝕜] (E × F)}
    (hP : IsNegativeProjector (ionicHamiltonian D B) P) {e : E} {f : F}
    (he : ‖e‖ = 1) (hf : ‖f‖ = 1) (hef : inner 𝕜 e (B f) = 0) :
    ‖inner 𝕜 e (upperRight P f)‖ ≤ ‖B‖ ^ 3 / (4 * D ^ 3) := by
  have h : inner 𝕜 e (upperRight P f)
      = inner 𝕜 e ((upperRight P + ((1 / (2 * D) : ℝ) : 𝕜) • B) f) := by
    change _ = inner 𝕜 e (upperRight P f + ((1 / (2 * D) : ℝ) : 𝕜) • B f)
    rw [inner_add_right, inner_smul_right, hef, mul_zero, add_zero]
  have h1 := norm_inner_le_norm (𝕜 := 𝕜) e ((upperRight P + ((1 / (2 * D) : ℝ) : 𝕜) • B) f)
  have h2 := (upperRight P + ((1 / (2 * D) : ℝ) : 𝕜) • B).le_opNorm f
  rw [he, one_mul] at h1
  rw [hf, mul_one] at h2
  rw [h]
  exact h1.trans (h2.trans (density_copies_hopping hD hP))
```

## A case with numbers

For $D=3$ and $B=4\cdot\mathbb 1$ between paired real orbitals, $\varepsilon=5$ and the projector is $\tfrac12(\mathbb 1-H/5)$, as in the two-orbital model. The theorem below confirms that this operator meets the projector condition. Its proof computes $H^2=25$, so an eigenvector that is not zero has $\mu=\pm5$, and it checks the two signs separately.

With at least one pair of orbitals, the block is $-0.4$ times the identity, while $-B/(2D)$ is about $-0.667$ times the identity. The error of about $0.267$ lies below the bound $64/108\approx0.593$. Here the hopping exceeds $D$, so the pairs are not strongly ionic and the approximation is poor, but the inequality holds.

```lean
/-- For `D = 3` and hopping `B = 4` between paired real orbitals, `(1 - H/5)/2` is the projector on
the negative eigenvalues of `H`. -/
theorem isNegativeProjector_witness {G : Type*} [NormedAddCommGroup G] [InnerProductSpace ℝ G]
    [CompleteSpace G] :
    IsNegativeProjector (ionicHamiltonian 3 ((4 : ℝ) • ContinuousLinearMap.id ℝ G))
      ((1 / 2 : ℝ) • (LinearMap.id -
        (1 / 5 : ℝ) • ionicHamiltonian 3 ((4 : ℝ) • ContinuousLinearMap.id ℝ G))) := by
  have hadj : ∀ x : G, adjoint ((4 : ℝ) • ContinuousLinearMap.id ℝ G) x = (4 : ℝ) • x :=
    fun x => ext_inner_right ℝ fun y => by
      rw [adjoint_inner_left]
      simp [inner_smul_left, inner_smul_right]
  have hH : ∀ v : G × G, ionicHamiltonian 3 ((4 : ℝ) • ContinuousLinearMap.id ℝ G) v
      = ((3 : ℝ) • v.1 + (4 : ℝ) • v.2, (4 : ℝ) • v.1 - (3 : ℝ) • v.2) := fun v => by
    rw [← hadj v.1]
    rfl
  intro μ v hv
  replace hv : ionicHamiltonian 3 ((4 : ℝ) • ContinuousLinearMap.id ℝ G) v = μ • v := hv
  -- the Hamiltonian squares to 25
  have h25 : ionicHamiltonian 3 ((4 : ℝ) • ContinuousLinearMap.id ℝ G)
      (ionicHamiltonian 3 ((4 : ℝ) • ContinuousLinearMap.id ℝ G) v) = (25 : ℝ) • v := by
    rw [hH, hH]
    refine Prod.ext ?_ ?_
    · change (3 : ℝ) • ((3 : ℝ) • v.1 + (4 : ℝ) • v.2)
        + (4 : ℝ) • ((4 : ℝ) • v.1 - (3 : ℝ) • v.2) = (25 : ℝ) • v.1
      module
    · change (4 : ℝ) • ((3 : ℝ) • v.1 + (4 : ℝ) • v.2)
        - (3 : ℝ) • ((4 : ℝ) • v.1 - (3 : ℝ) • v.2) = (25 : ℝ) • v.2
      module
  rw [hv, map_smul, hv] at h25
  have h0 : ((μ - 5) * (μ + 5)) • v = 0 := by
    linear_combination (norm := module) h25
  rw [LinearMap.smul_apply, LinearMap.sub_apply, LinearMap.smul_apply, LinearMap.id_apply, hv]
  rcases smul_eq_zero.mp h0 with h | h
  · rcases mul_eq_zero.mp h with h | h
    · obtain rfl : μ = 5 := by linarith
      exact ⟨fun hneg => by norm_num at hneg, fun _ => by module⟩
    · obtain rfl : μ = -5 := by linarith
      exact ⟨fun _ => by module, fun hpos => by norm_num at hpos⟩
  · subst h
    simp

end

end IonicDensityMatrix
```

```lean
#print axioms IonicDensityMatrix.density_without_hopping
-- 'IonicDensityMatrix.density_without_hopping' depends on axioms: [propext, Classical.choice, Quot.sound]
```
